# For a nonzero positive semidefinite response matrix, the Padé estimate from two ring terms is smaller in size than the RPA integrand

Take a response with a single mode of strength $x>0$. Its contribution to the random-phase approximation (RPA) correlation integrand is

$$\ln(1+x)-x=-\frac{x^2}{2}+\frac{x^3}{3}-\dots$$

The left side is defined for every $x>0$, but the ring series on the right diverges for $x>1$. Write $a=x^2/2$ and $b=x^3/3$ for the sizes of its first two terms. If each order is labelled by a power of $\lambda$, the series begins $-a\lambda^2+b\lambda^3$, and the simplest Padé form with the same two terms is $-a\lambda^2/(1+\lambda b/a)$. At $\lambda=1$ this is

$$-\frac{a^2}{a+b}=-\frac{3x^2}{6+4x}.$$

At $x=3$ the exact value is $3-\ln 4\approx1.614$ in size and the Padé value is $1.5$, while the truncation $-a+b$ equals $+4.5$ and has the wrong sign. The Padé value is too small in size for every $x>0$, because the difference from the exact value starts at zero and grows with $x$.

With several modes, $a$ and $b$ become sums over modes, and the Padé estimate of the sums is in general not the sum of the Padé values. A real parameter $t$, the same for all modes, bridges that gap.

## The integrand and its ring terms

The response is represented in a finite basis whose functions are labelled by `n`.

```lean
import Mathlib

open Matrix

namespace RPAPadeResummation

noncomputable section

variable {n : Type*} [Fintype n] [DecidableEq n]
```

Let $M$ be the Coulomb-dressed non-interacting response at one imaginary frequency, $M=-v^{1/2}\chi_0v^{1/2}$, with Coulomb interaction $v$ and density response $\chi_0$. The integrand is $\ln\det(1+M)-\operatorname{Tr}M$. The definition accepts any real square matrix; the theorems about it assume `M.PosSemidef`, meaning that $M$ is symmetric with no negative eigenvalue. Physically, for real orbitals, each transition from an occupied to an empty orbital with energy gap $\Delta>0$ enters $\chi_0$ at imaginary frequency $i\omega$ with a weight proportional to $-\Delta/(\Delta^2+\omega^2)$, so $\chi_0$ is negative semidefinite. The Lean code assumes this property and does not derive it from orbitals.

```lean
/-- The RPA correlation integrand `ln det(1 + M) - Tr M` at one imaginary frequency, for a
Coulomb-dressed response matrix `M` with `det(1 + M) > 0`. -/
def rpaIntegrand (M : Matrix n n ℝ) : ℝ := Real.log (1 + M).det - M.trace
```

The second-order ring term is $-a$, with $a=\operatorname{Tr}(M^2)/2$.

```lean
/-- The quantity `Tr(M^2)/2`, which for positive semidefinite `M` is the size of the second-order
ring term. -/
def ringTwo (M : Matrix n n ℝ) : ℝ := (M ^ 2).trace / 2
```

The third-order ring term is $+b$, with $b=\operatorname{Tr}(M^3)/3$.

```lean
/-- The quantity `Tr(M^3)/3`, which for positive semidefinite `M` is the size of the third-order
ring term. -/
def ringThree (M : Matrix n n ℝ) : ℝ := (M ^ 3).trace / 3
```

The Padé estimate has the single-mode form, now with the full traces. It is built at one frequency; the integral over frequency that gives the correlation energy is not formalised.

```lean
/-- The Padé estimate `-a^2/(a + b)` built from the ring terms `-a` and `+b` of second and third
order, for matrices with `a + b ≠ 0`. -/
def padeIntegrand (M : Matrix n n ℝ) : ℝ :=
  -(ringTwo M ^ 2 / (ringTwo M + ringThree M))
```

## Reduction to modes

A real symmetric matrix can be written $M=VDW$, where $D$ is the diagonal matrix of eigenvalues $x_i$, $V$ is orthogonal and $W=V^{\mathsf T}$. Only $WV=1$ is needed later, so the lemma records just that.

```lean
/-- A real symmetric response matrix is similar to the diagonal matrix of its eigenvalues. -/
theorem spectral_form {M : Matrix n n ℝ} (hM : M.IsHermitian) :
    ∃ V W : Matrix n n ℝ, W * V = 1 ∧ M = V * diagonal hM.eigenvalues * W := by
  have h := hM.spectral_theorem
  rw [Unitary.conjStarAlgAut_apply] at h
  have e : (RCLike.ofReal ∘ hM.eigenvalues : n → ℝ) = hM.eigenvalues := by
    ext i
    simp
  rw [e] at h
  exact ⟨_, _, Unitary.coe_star_mul_self hM.eigenvectorUnitary, h⟩
```

In the product $M^k=VDW\,VDW\cdots VDW$ every inner $WV$ is $1$, which leaves $M^k=VD^kW$. Cyclicity of the trace then gives

$$\operatorname{Tr}M^k=\sum_i x_i^k .$$

The code proves the formula for $M^k$ by induction on $k$ and then takes the trace.

```lean
/-- For a real symmetric response matrix, the trace of the `k`-th power is the sum of the `k`-th
powers of the eigenvalues. -/
theorem trace_pow_eq_sum {M : Matrix n n ℝ} (hM : M.IsHermitian) (k : ℕ) :
    (M ^ k).trace = ∑ i, hM.eigenvalues i ^ k := by
  obtain ⟨V, W, hWV, h⟩ := spectral_form hM
  have hVW : V * W = 1 := mul_eq_one_comm.mp hWV
  generalize hM.eigenvalues = l at h ⊢
  have hp : ∀ k : ℕ, M ^ k = V * diagonal (fun i => l i ^ k) * W := by
    intro k
    induction k with
    | zero => simp [hVW]
    | succ k ih =>
      calc M ^ (k + 1) = V * diagonal (fun i => l i ^ k) * W * (V * diagonal l * W) := by
            rw [← h, pow_succ, ih]
        _ = V * diagonal (fun i => l i ^ k) * (W * V) * diagonal l * W := by
            simp only [Matrix.mul_assoc]
        _ = V * diagonal (fun i => l i ^ (k + 1)) * W := by
            rw [hWV, Matrix.mul_one, Matrix.mul_assoc V, diagonal_mul_diagonal]
            simp only [pow_succ]
  rw [hp k, Matrix.trace_mul_comm, ← Matrix.mul_assoc, hWV, Matrix.one_mul, trace_diagonal]
```

Since $VW=1$ as well, $1+M=V(1+D)W$, and therefore $\det(1+M)=\prod_i(1+x_i)$. For positive semidefinite $M$ every factor is at least $1$, so the logarithm of the product is the sum of the logarithms:

$$\ln\det(1+M)-\operatorname{Tr}M=-\sum_i\bigl[x_i-\ln(1+x_i)\bigr].$$

```lean
/-- For positive semidefinite `M` the RPA integrand is minus the sum of `x - ln(1 + x)` over the
eigenvalues `x` of `M`. -/
theorem rpaIntegrand_eq_sum {M : Matrix n n ℝ} (hM : M.PosSemidef) :
    rpaIntegrand M = -∑ i, (hM.isHermitian.eigenvalues i
      - Real.log (1 + hM.isHermitian.eigenvalues i)) := by
  have htr : M.trace = ∑ i, hM.isHermitian.eigenvalues i := by
    simpa using trace_pow_eq_sum hM.isHermitian 1
  have hl : ∀ i, 0 ≤ hM.isHermitian.eigenvalues i := fun i => hM.eigenvalues_nonneg i
  obtain ⟨V, W, hWV, h⟩ := spectral_form hM.isHermitian
  have hVW : V * W = 1 := mul_eq_one_comm.mp hWV
  generalize hM.isHermitian.eigenvalues = l at h htr hl ⊢
  have h1 : 1 + M = V * (1 + diagonal l) * W := by
    rw [Matrix.mul_add, Matrix.add_mul, Matrix.mul_one, hVW, ← h]
  have hdet : (1 + M).det = ∏ i, (1 + l i) := by
    rw [h1, det_mul, det_mul, mul_right_comm, ← det_mul, hVW, det_one, one_mul,
      ← diagonal_one, diagonal_add, det_diagonal]
  have hlog : Real.log (∏ i, (1 + l i)) = ∑ i, Real.log (1 + l i) := by
    rw [Real.log_prod]
    intro i _
    have := hl i
    positivity
  rw [rpaIntegrand, hdet, hlog, htr, Finset.sum_sub_distrib]
  ring
```

## The bound for one mode

Set $f(x)=x-\dfrac{3x^2}{6+4x}-\ln(1+x)$. Then $f(0)=0$ and

$$f'(x)=\frac{x}{1+x}-\frac{36x+12x^2}{(6+4x)^2}=\frac{4x^3}{(1+x)(6+4x)^2}.$$

The derivative is positive for $x>0$, so $f(x)>0$ there, which is the claim $3x^2/(6+4x)<x-\ln(1+x)$. In the code `hd` is the derivative, `hmono` is strict monotonicity on $[0,\infty)$, and `key` compares $x$ with $0$.

```lean
/-- For a single mode of strength `x > 0`, the Padé value `3x^2/(6 + 4x)` is strictly smaller than
the exact `x - ln(1 + x)`. -/
theorem mode_pade_lt {x : ℝ} (hx : 0 < x) :
    3 * x ^ 2 / (6 + 4 * x) < x - Real.log (1 + x) := by
  -- the difference vanishes at zero and has a positive derivative for positive arguments
  have hd : ∀ y : ℝ, 0 ≤ y →
      HasDerivAt (fun t : ℝ => t - 3 * (t * t) / (6 + 4 * t) - Real.log (1 + t))
        (4 * y ^ 3 / ((1 + y) * (6 + 4 * y) ^ 2)) y := by
    intro y hy
    have n1 : 1 + y ≠ 0 := by positivity
    have n2 : 6 + 4 * y ≠ 0 := by positivity
    have n3 : 3 + 2 * y ≠ 0 := by positivity
    have h1 := ((hasDerivAt_id' y).fun_mul (hasDerivAt_id' y)).const_mul (3 : ℝ)
    have h2 := ((hasDerivAt_id' y).const_mul (4 : ℝ)).const_add (6 : ℝ)
    have h3 := ((hasDerivAt_id' y).const_add (1 : ℝ)).log n1
    refine (((hasDerivAt_id' y).fun_sub (h1.fun_div h2 n2)).fun_sub h3).congr_deriv ?_
    field_simp
    ring
  have hmono := strictMonoOn_of_deriv_pos (convex_Ici (0 : ℝ))
    (fun y hy => (hd y hy).continuousAt.continuousWithinAt)
    (fun y hy => by
      rw [interior_Ici] at hy
      have hy' : 0 < y := hy
      rw [(hd y hy'.le).deriv]
      positivity)
  have key : (0 : ℝ) - 3 * (0 * 0) / (6 + 4 * 0) - Real.log (1 + 0)
      < x - 3 * (x * x) / (6 + 4 * x) - Real.log (1 + x) :=
    hmono (Set.mem_Ici.mpr le_rfl) (Set.mem_Ici.mpr hx.le) hx
  have e : (0 : ℝ) - 3 * (0 * 0) / (6 + 4 * 0) - Real.log (1 + 0) = 0 := by norm_num
  rw [e] at key
  rw [pow_two]
  linarith
```

## From one mode to the whole matrix

A strict inequality for the sum needs at least one mode with $x_i>0$. If there were none, all eigenvalues would vanish, since none is negative, and $M=V\,0\,W=0$ would contradict $M\neq0$.

```lean
/-- A nonzero positive semidefinite response matrix has a strictly positive eigenvalue. -/
theorem exists_pos_mode {M : Matrix n n ℝ} (hM : M.PosSemidef) (h0 : M ≠ 0) :
    ∃ i, 0 < hM.isHermitian.eigenvalues i := by
  by_contra hc
  have hz : hM.isHermitian.eigenvalues = fun _ => 0 :=
    funext fun i => le_antisymm (not_lt.mp fun hi => hc ⟨i, hi⟩) (hM.eigenvalues_nonneg i)
  obtain ⟨V, W, _, h⟩ := spectral_form hM.isHermitian
  rw [hz] at h
  exact h0 (h.trans (by simp))
```

The same mode makes $\operatorname{Tr}M^k=\sum_ix_i^k$ positive, because the other terms are non-negative. In particular $a>0$ and $b>0$.

```lean
/-- For nonzero positive semidefinite `M` every power of `M` has positive trace. -/
theorem trace_pow_pos {M : Matrix n n ℝ} (hM : M.PosSemidef) (h0 : M ≠ 0) (k : ℕ) :
    0 < (M ^ k).trace := by
  obtain ⟨i, hi⟩ := exists_pos_mode hM h0
  rw [trace_pow_eq_sum hM.isHermitian]
  exact Finset.sum_pos' (fun j _ => pow_nonneg (hM.eigenvalues_nonneg j) k)
    ⟨i, Finset.mem_univ i, pow_pos hi k⟩
```

Now let $t$ be any real number. For one mode $x>0$, completing the square gives

$$\frac{3x^2}{6+4x}-\Bigl[t x^2-t^2\Bigl(\frac{x^2}{2}+\frac{x^3}{3}\Bigr)\Bigr]=\frac{x^2\,\bigl(3-t(3+2x)\bigr)^2}{3(6+4x)}\ge0 .$$

The bracket is therefore at most the one-mode Padé value, which lies strictly below $x-\ln(1+x)$. Unlike the Padé value, the bracket is linear in $x^2$ and $x^3$, so it can be summed over modes. A mode with $x_i=0$ contributes zero on both sides, and a positive mode makes the total strict:

$$2ta-t^2(a+b)<\sum_i\bigl[x_i-\ln(1+x_i)\bigr].$$

Changing the sign of both sides gives

$$\ln\det(1+M)-\operatorname{Tr}M<t^2(a+b)-2ta .$$

The square is the hint passed to `nlinarith` in `hmode`; `hsum` is the summed inequality, and `hs` rewrites its left side in terms of $\sum_i x_i^2$ and $\sum_i x_i^3$, which have already replaced the traces.

```lean
/-- For nonzero positive semidefinite `M` with ring terms `-a` and `+b`, the RPA integrand is below
`t^2 (a + b) - 2 t a` for every real trial parameter `t`. -/
theorem rpaIntegrand_lt_trial {M : Matrix n n ℝ} (hM : M.PosSemidef) (h0 : M ≠ 0) (t : ℝ) :
    rpaIntegrand M < t ^ 2 * (ringTwo M + ringThree M) - 2 * t * ringTwo M := by
  -- one mode: complete the square, then use the scalar Padé bound
  have hmode : ∀ x : ℝ, 0 < x →
      t * x ^ 2 - t ^ 2 * (x ^ 2 / 2 + x ^ 3 / 3) < x - Real.log (1 + x) := by
    intro x hx
    refine lt_of_le_of_lt ?_ (mode_pade_lt hx)
    rw [le_div_iff₀ (by positivity)]
    nlinarith [sq_nonneg (x * (3 - t * (3 + 2 * x)))]
  obtain ⟨i, hi⟩ := exists_pos_mode hM h0
  have hl : ∀ j, 0 ≤ hM.isHermitian.eigenvalues j := fun j => hM.eigenvalues_nonneg j
  rw [rpaIntegrand_eq_sum hM, ringTwo, ringThree, trace_pow_eq_sum hM.isHermitian,
    trace_pow_eq_sum hM.isHermitian]
  generalize hM.isHermitian.eigenvalues = l at hi hl ⊢
  have hsum : ∑ j, (t * l j ^ 2 - t ^ 2 * (l j ^ 2 / 2 + l j ^ 3 / 3))
      < ∑ j, (l j - Real.log (1 + l j)) := by
    refine Finset.sum_lt_sum (fun j _ => ?_) ⟨i, Finset.mem_univ i, hmode _ hi⟩
    rcases (hl j).eq_or_lt with hj | hj
    · simp [← hj]
    · exact (hmode _ hj).le
  have hs : ∑ j, (t * l j ^ 2 - t ^ 2 * (l j ^ 2 / 2 + l j ^ 3 / 3))
      = t * ∑ j, l j ^ 2 - t ^ 2 * ((∑ j, l j ^ 2) / 2 + (∑ j, l j ^ 3) / 3) := by
    simp only [Finset.sum_sub_distrib, ← Finset.mul_sum, Finset.sum_add_distrib,
      ← Finset.sum_div]
  rw [hs] at hsum
  linarith
```

The right side is a parabola in $t$ with its minimum at $t=a/(a+b)$, where it equals

$$\frac{a^2}{a+b}-\frac{2a^2}{a+b}=-\frac{a^2}{a+b}.$$

Hence, for every nonzero real positive semidefinite $M$,

$$\ln\det(1+M)-\operatorname{Tr}M<-\frac{a^2}{a+b}<0 .$$

No upper limit on the eigenvalues enters, so the result includes matrices with an eigenvalue above $1$, for which the ring series diverges. For $M=0$ the integrand is zero and not negative, so the strict chain fails. In electronic-structure terms, two traces give an estimate of the RPA integrand with the right sign and a known direction of error, for a finite basis and one imaginary frequency at a time.

```lean
/-- For every nonzero real positive semidefinite `M`, the RPA integrand lies strictly below the
Padé estimate from the second- and third-order ring terms, and that estimate is negative. -/
theorem rpaIntegrand_lt_pade {M : Matrix n n ℝ} (hM : M.PosSemidef) (h0 : M ≠ 0) :
    rpaIntegrand M < padeIntegrand M ∧ padeIntegrand M < 0 := by
  have ha : 0 < ringTwo M := div_pos (trace_pow_pos hM h0 2) (by norm_num)
  have hb : 0 < ringThree M := div_pos (trace_pow_pos hM h0 3) (by norm_num)
  have key := rpaIntegrand_lt_trial hM h0 (ringTwo M / (ringTwo M + ringThree M))
  rw [padeIntegrand]
  generalize ringTwo M = a at ha key ⊢
  generalize ringThree M = b at hb key ⊢
  -- the optimal trial parameter is a / (a + b)
  have hq : a / (a + b) * (a + b) = a := div_mul_cancel₀ _ (by positivity)
  have e : (a / (a + b)) ^ 2 * (a + b) - 2 * (a / (a + b)) * a = -(a ^ 2 / (a + b)) := by
    linear_combination (a / (a + b)) * hq
  rw [e] at key
  exact ⟨key, neg_lt_zero.mpr (by positivity)⟩
```

## Comparison with the third-order truncation

Stopping the series at third order gives $-a+b$. Since $(a-b)(a+b)=a^2-b^2<a^2$, division by $a+b>0$ yields $a-b<a^2/(a+b)$, that is,

$$-\frac{a^2}{a+b}<-a+b .$$

Together with the previous theorem, this places the Padé estimate strictly between the exact integrand and the truncation, so it is the closer of the two to the exact value.

```lean
/-- For nonzero positive semidefinite `M` the Padé estimate lies strictly below the third-order
truncation `-a + b` of the ring series, where `a = Tr(M^2)/2` and `b = Tr(M^3)/3`. -/
theorem pade_lt_third_order {M : Matrix n n ℝ} (hM : M.PosSemidef) (h0 : M ≠ 0) :
    padeIntegrand M < -ringTwo M + ringThree M := by
  have ha : 0 < ringTwo M := div_pos (trace_pow_pos hM h0 2) (by norm_num)
  have hb : 0 < ringThree M := div_pos (trace_pow_pos hM h0 3) (by norm_num)
  have h : ringTwo M - ringThree M < ringTwo M ^ 2 / (ringTwo M + ringThree M) := by
    rw [lt_div_iff₀ (by positivity)]
    nlinarith [pow_pos hb 2]
  rw [padeIntegrand]
  linarith
```

## How much a single mode recovers

For one mode the shortfall stays below one quarter of the exact size, whatever the strength $x>0$. The logarithm satisfies $\ln(1+x)\ge 2x/(x+2)$ for $x\ge0$, so $x-\ln(1+x)\le x^2/(x+2)$, and for $x>0$

$$\frac34\bigl[x-\ln(1+x)\bigr]\le\frac{3x^2}{8+4x}<\frac{3x^2}{6+4x}.$$

The Padé estimate thus recovers more than three quarters of the exact size. In Lean the mode is the $1\times1$ matrix `diagonal fun _ : Fin 1 => x`, and because both quantities are negative, the inequality appears with the Padé estimate on the smaller side. The steps `h2`, `h3` and `hr` evaluate the definitions for this matrix, and `hlog` is the bound on the logarithm. The fraction belongs to the single-mode case: when one strong mode sits beside many weak ones, the recovered share can be much lower.

```lean
/-- For a single mode of any strength `x > 0`, the Padé estimate recovers more than three quarters
of the (negative) RPA integrand. -/
theorem single_mode_three_quarters {x : ℝ} (hx : 0 < x) :
    padeIntegrand (diagonal fun _ : Fin 1 => x)
      < 3 / 4 * rpaIntegrand (diagonal fun _ : Fin 1 => x) := by
  have h2 : ringTwo (diagonal fun _ : Fin 1 => x) = x ^ 2 / 2 := by
    simp [ringTwo, diagonal_pow]
  have h3 : ringThree (diagonal fun _ : Fin 1 => x) = x ^ 3 / 3 := by
    simp [ringThree, diagonal_pow]
  have hr : rpaIntegrand (diagonal fun _ : Fin 1 => x) = Real.log (1 + x) - x := by
    simp [rpaIntegrand]
  have e : (x ^ 2 / 2) ^ 2 / (x ^ 2 / 2 + x ^ 3 / 3) = 3 * x ^ 2 / (6 + 4 * x) := by
    rw [div_eq_div_iff (by positivity) (by positivity)]
    ring
  rw [padeIntegrand, h2, h3, hr, e]
  -- the logarithm is at least 2x / (x + 2)
  have hlog := Real.le_log_one_add_of_nonneg hx.le
  have hu : 2 * x / (x + 2) * (x + 2) = 2 * x := div_mul_cancel₀ _ (by positivity)
  have e2 : 3 / 4 * (x - 2 * x / (x + 2)) = 3 * x ^ 2 / (8 + 4 * x) := by
    rw [eq_div_iff (by positivity)]
    linear_combination (-3) * hu
  have h4 : 3 * x ^ 2 / (8 + 4 * x) < 3 * x ^ 2 / (6 + 4 * x) := by
    rw [div_lt_div_iff₀ (by positivity) (by positivity)]
    nlinarith [pow_pos hx 2]
  linarith

end

end RPAPadeResummation
```

```lean
#print axioms RPAPadeResummation.rpaIntegrand_lt_pade
#print axioms RPAPadeResummation.pade_lt_third_order
#print axioms RPAPadeResummation.single_mode_three_quarters
```

```
'RPAPadeResummation.rpaIntegrand_lt_pade' depends on axioms: [propext, Classical.choice, Quot.sound]
'RPAPadeResummation.pade_lt_third_order' depends on axioms: [propext, Classical.choice, Quot.sound]
'RPAPadeResummation.single_mode_three_quarters' depends on axioms: [propext, Classical.choice, Quot.sound]
```
